# The Tkachenko equation as the zero-force condition for finitely many ±1 charges in the plane

Q: Charges $+1$ and $-1$ sit at distinct points of a plane, they interact logarithmically, and we want to know when every one of them feels zero force. But each charge sits exactly where its own field is infinite. Which field does the formal statement evaluate there?

A: The field of the others. At a point $z$, the sum leaves out any charge located at $z$. Let $A$ be the finite set of positions of the charges $+1$ and $B$ that of the charges $-q$, with $q$ real; your case is $q=1$. Note that $q$ is minus the charge on $B$. The field is

$$F(z)=\sum_{a\in A,\,a\ne z}\frac1{z-a}-q\sum_{c\in B,\,c\ne z}\frac1{z-c}.$$

Q: That is a complex number. My force is a vector.

A: A unit charge at $w$ has potential $-\ln|z-w|$, with the unit-dependent prefactor dropped. Its field is the vector from $w$ to $z$ divided by $|z-w|^2$. Since $1/(z-w)=\overline{(z-w)}/|z-w|^2$, we get $F=E_x-iE_y$, which vanishes exactly when both components do. This passage from the potential to $F$ is the one step that we take ourselves: the Lean code starts from $F$.

Q: Where do polynomials come in?

A: They encode the positions: $P(z)=\prod_{a\in A}(z-a)$ and $R(z)=\prod_{c\in B}(z-c)$. For $z\notin A$, the product rule gives

$$P'(z)=P(z)\sum_{a\in A}\frac1{z-a}.$$

At a charge $a\in A$, write $P(z)=(z-a)G(z)$, where $G$ is the product over the other points of $A$. Then $P'=G+(z-a)G'$ and $P''=2G'+(z-a)G''$. Hence $P'(a)=G(a)\neq0$, and the first formula applied to $G$ gives

$$P''(a)=2G'(a)=2P'(a)\sum_{b\in A,\,b\ne a}\frac1{a-b}.$$

The same holds for $R$ and $B$.

Q: And the equation itself?

A: Define $T=P''R-2q\,P'R'+q^2PR''$. At $a\in A$ the last term vanishes because $P(a)=0$, and the two formulas give

$$T(a)=2P'(a)R(a)\,F(a).$$

At $c\in B$ the first term vanishes instead, and

$$T(c)=2R'(c)P(c)\,\bigl(-q\,F(c)\bigr).$$

The bracket is the force on that charge. The prefactors are nonzero because no two charges share a position. So if $T=0$ as a polynomial, all forces vanish.

Q: The other direction worries me. Zero force tells you about $T$ only at the charges, while the equation is an identity in $z$.

A: Count degrees. With $n$ charges in $A$ and $m$ in $B$, each term of $T$ contains at least one derivative, so its degree is below $n+m$ or the term is zero. If all forces vanish, $T$ has $n+m$ distinct zeros. That is too many for its degree, so $T=0$.

Q: Now show me that Lean says the same thing.

A: The code works with polynomials over the complex numbers, written `ℂ[X]`.

```lean
import Mathlib

open Polynomial

namespace TkachenkoEquation

noncomputable section
```

The polynomial belonging to a set of positions is called `locator`, a name chosen here. A `Finset ℂ` is a finite set of distinct points, so two charges of the same kind can't coincide.

```lean
/-- The monic polynomial whose simple roots are the positions in `A`. -/
def locator (A : Finset ℂ) : ℂ[X] := ∏ a ∈ A, (X - C a)
```

The function `field` is our $F$, and `erase z` removes the charge at $z$.

```lean
/-- The complex field `E_x - i E_y` at `z` of charges `+1` on `A` and `-q` on `B` with
logarithmic interaction; a charge sitting at `z` itself is left out. -/
def field (q : ℝ) (A B : Finset ℂ) (z : ℂ) : ℂ :=
  ∑ a ∈ A.erase z, 1 / (z - a) - q * ∑ c ∈ B.erase z, 1 / (z - c)
```

`Equilibrium` demands zero force on every charge, and says nothing about stability. On $B$ the factor $-q$ is kept, so for $q=0$ the neutral particles there satisfy the condition automatically.

```lean
/-- Every charge, `+1` on `A` and `-q` on `B`, feels zero force (charge times field). -/
def Equilibrium (q : ℝ) (A B : Finset ℂ) : Prop :=
  (∀ a ∈ A, field q A B a = 0) ∧ ∀ c ∈ B, -(q : ℂ) * field q A B c = 0
```

`tkachenko` is our $T$, with `•` for multiplication by a number.

```lean
/-- The Tkachenko polynomial `P'' R - 2 q P' R' + q² P R''`. -/
def tkachenko (q : ℝ) (P R : ℂ[X]) : ℂ[X] :=
  derivative (derivative P) * R - (2 * (q : ℂ)) • (derivative P * derivative R)
    + ((q : ℂ) ^ 2) • (P * derivative (derivative R))
```

Q: How does Lean get the logarithmic derivative?

A: By adding one charge at a time. The induction multiplies the old product by $(z-a)$, applies the product rule, and `linear_combination` finishes with $(z-a)\cdot\frac1{z-a}=1$.

```lean
/-- Away from the charges, the locator polynomial is nonzero and its logarithmic derivative
is the field of unit charges at its roots. -/
theorem locator_off_charge (A : Finset ℂ) (z : ℂ) (hz : z ∉ A) :
    (locator A).eval z ≠ 0 ∧
      (derivative (locator A)).eval z = (locator A).eval z * ∑ a ∈ A, 1 / (z - a) := by
  induction A using Finset.induction_on with
  | empty => simp [locator]
  | insert a s ha ih =>
    rw [Finset.mem_insert, not_or] at hz
    obtain ⟨h0, h1⟩ := ih hz.2
    have hne : z - a ≠ 0 := sub_ne_zero.2 hz.1
    have hl : locator (insert a s) = (X - C a) * locator s := Finset.prod_insert ha
    rw [hl, derivative_mul, derivative_X_sub_C, one_mul, Finset.sum_insert ha]
    simp only [eval_add, eval_mul, eval_sub, eval_X, eval_C, h1]
    refine ⟨mul_ne_zero hne h0, ?_⟩
    have hi : (z - a) * (1 / (z - a)) = 1 := mul_one_div_cancel hne
    linear_combination (-(locator s).eval z) * hi
```

At a charge, the proof splits off the vanishing factor just as we did. `locator (A.erase a)` is $G$, and the previous lemma supplies $G(a)\ne0$ and $G'(a)$.

```lean
/-- At a charge `a`, the locator has a simple zero, and `P''(a) = 2 P'(a)` times the field
of the other unit charges. -/
theorem locator_at_charge (A : Finset ℂ) (a : ℂ) (ha : a ∈ A) :
    (locator A).eval a = 0 ∧ (derivative (locator A)).eval a ≠ 0 ∧
      (derivative (derivative (locator A))).eval a =
        2 * (derivative (locator A)).eval a * ∑ b ∈ A.erase a, 1 / (a - b) := by
  obtain ⟨h0, h1⟩ := locator_off_charge (A.erase a) a (Finset.notMem_erase a A)
  -- split off the factor that vanishes at `a`
  have hl : locator A = (X - C a) * locator (A.erase a) :=
    (Finset.mul_prod_erase A (fun b => X - C b) ha).symm
  have hd : derivative (locator A) =
      locator (A.erase a) + (X - C a) * derivative (locator (A.erase a)) := by
    rw [hl, derivative_mul, derivative_X_sub_C, one_mul]
  rw [hd, derivative_add, derivative_mul, derivative_X_sub_C, one_mul, hl]
  simp only [eval_add, eval_mul, eval_sub, eval_X, eval_C, sub_self, zero_mul, add_zero]
  refine ⟨trivial, h0, ?_⟩
  rw [h1]
  ring
```

Q: And the degree count?

A: It needs two lemmas. The first says that `locator A` is monic with degree equal to the number of charges, again by adding charges one at a time.

```lean
/-- The locator is monic and its degree is the number of charges. -/
theorem locator_monic (A : Finset ℂ) :
    (locator A).Monic ∧ (locator A).natDegree = A.card := by
  induction A using Finset.induction_on with
  | empty => simp [locator]
  | insert a s ha ih =>
    have hl : locator (insert a s) = (X - C a) * locator s := Finset.prod_insert ha
    rw [hl, (monic_X_sub_C a).natDegree_mul ih.1, natDegree_X_sub_C, ih.2,
      Finset.card_insert_of_notMem ha]
    exact ⟨(monic_X_sub_C a).mul ih.1, add_comm _ _⟩
```

The second bounds the degree of a product when one factor has degree strictly below its bound. The zero polynomial is treated separately, which also takes care of very small sets of charges.

```lean
/-- Degrees add: if `deg f < n` and `deg g ≤ m`, then `deg (f g) < n + m`. -/
theorem degree_mul_lt {f g : ℂ[X]} {n m : ℕ} (hf : f.degree < n) (hg : g.degree ≤ m) :
    (f * g).degree < ((n + m : ℕ) : WithBot ℕ) := by
  by_cases h : f = 0
  · rw [h, zero_mul, degree_zero]
    exact WithBot.bot_lt_coe _
  · have h1 : f.natDegree < n := (natDegree_lt_iff_degree_lt h).2 hf
    have h2 : g.natDegree ≤ m := natDegree_le_of_degree_le hg
    have h3 : (f * g).natDegree ≤ f.natDegree + g.natDegree := natDegree_mul_le
    exact lt_of_le_of_lt degree_le_natDegree (Nat.cast_lt.2 (by omega))
```

The equivalence for general real $q$ then follows our argument. The statements `hA` and `hB` express $T$ at each charge as a nonzero number `k` times the force, with `ring` checking the algebra. For the forward direction, the three terms of $T$ are bounded in degree one by one, and `eq_zero_of_degree_lt_of_eval_finset_eq_zero` turns too many zeros into $T=0$. For the converse, `k` is cancelled.

```lean
/-- Charges `+1` on `A` and `-q` on `B`, at disjoint sets of positions, are in equilibrium
if and only if their locator polynomials satisfy the Tkachenko equation. -/
theorem equilibrium_iff (q : ℝ) (A B : Finset ℂ) (hAB : Disjoint A B) :
    Equilibrium q A B ↔ tkachenko q (locator A) (locator B) = 0 := by
  -- at each charge the Tkachenko polynomial is a nonzero multiple of the force
  have hA : ∀ a ∈ A, ∃ k : ℂ, k ≠ 0 ∧
      (tkachenko q (locator A) (locator B)).eval a = k * field q A B a := by
    intro a ha
    have hb : a ∉ B := Finset.disjoint_left.1 hAB ha
    obtain ⟨p0, p1, p2⟩ := locator_at_charge A a ha
    obtain ⟨r0, r1⟩ := locator_off_charge B a hb
    refine ⟨2 * (derivative (locator A)).eval a * (locator B).eval a,
      mul_ne_zero (mul_ne_zero two_ne_zero p1) r0, ?_⟩
    simp only [tkachenko, field, eval_add, eval_sub, eval_mul, eval_smul, smul_eq_mul,
      Finset.erase_eq_of_notMem hb, p0, p2, r1]
    ring
  have hB : ∀ c ∈ B, ∃ k : ℂ, k ≠ 0 ∧
      (tkachenko q (locator A) (locator B)).eval c = k * (-(q : ℂ) * field q A B c) := by
    intro c hc
    have ha : c ∉ A := Finset.disjoint_right.1 hAB hc
    obtain ⟨r0, r1, r2⟩ := locator_at_charge B c hc
    obtain ⟨p0, p1⟩ := locator_off_charge A c ha
    refine ⟨2 * (derivative (locator B)).eval c * (locator A).eval c,
      mul_ne_zero (mul_ne_zero two_ne_zero r1) p0, ?_⟩
    simp only [tkachenko, field, eval_add, eval_sub, eval_mul, eval_smul, smul_eq_mul,
      Finset.erase_eq_of_notMem ha, r0, r2, p1]
    ring
  constructor
  · rintro ⟨h1, h2⟩
    -- too many zeros for the degree
    have deg : ∀ S : Finset ℂ, (locator S).degree = (S.card : WithBot ℕ) := fun S => by
      rw [degree_eq_natDegree (locator_monic S).1.ne_zero, (locator_monic S).2]
    have deg' : ∀ S : Finset ℂ, (derivative (locator S)).degree < (S.card : WithBot ℕ) :=
      fun S => (degree_derivative_lt (locator_monic S).1.ne_zero).trans_eq (deg S)
    refine eq_zero_of_degree_lt_of_eval_finset_eq_zero (A ∪ B) ?_ ?_
    · rw [Finset.card_union_of_disjoint hAB, ← mem_degreeLT]
      refine Submodule.add_mem _ (Submodule.sub_mem _ ?_ (Submodule.smul_mem _ _ ?_))
        (Submodule.smul_mem _ _ ?_)
      · exact mem_degreeLT.2
          (degree_mul_lt (degree_derivative_le.trans_lt (deg' A)) (deg B).le)
      · exact mem_degreeLT.2 (degree_mul_lt (deg' A) (deg' B).le)
      · rw [mul_comm, add_comm]
        exact mem_degreeLT.2
          (degree_mul_lt (degree_derivative_le.trans_lt (deg' B)) (deg A).le)
    · intro z hz
      rcases Finset.mem_union.1 hz with h | h
      · obtain ⟨k, -, e⟩ := hA z h
        rw [e, h1 z h, mul_zero]
      · obtain ⟨k, -, e⟩ := hB z h
        rw [e, h2 z h, mul_zero]
  · intro h
    refine ⟨fun a ha => ?_, fun c hc => ?_⟩
    · obtain ⟨k, hk, e⟩ := hA a ha
      rw [h, eval_zero] at e
      exact (mul_eq_zero.1 e.symm).resolve_left hk
    · obtain ⟨k, hk, e⟩ := hB c hc
      rw [h, eval_zero] at e
      exact (mul_eq_zero.1 e.symm).resolve_left hk
```

Q: This begins with positions. I wanted to begin with polynomials $P$ and $R$.

A: The next theorem does that for $q=1$. `Monic` fixes the leading coefficient to one, `roots.Nodup` says that no root is repeated, and `hPR` says that $P$ and $R$ have no common root. The charges sit on `P.roots.toFinset` and `R.roots.toFinset`, the sets of roots. In the proof, `key` shows that such a polynomial is the `locator` of its root set, because every complex polynomial splits into linear factors. The general equivalence then applies, and `e` simplifies `tkachenko 1 P R` to the familiar form $P''R-2P'R'+PR''$.

```lean
/-- Let `P` and `R` be monic with simple roots and no common root. Charges `+1` at the roots
of `P` and `-1` at the roots of `R` all feel zero force iff `P'' R - 2 P' R' + P R'' = 0`. -/
theorem tkachenko_equation (P R : ℂ[X]) (hP : P.Monic) (hR : R.Monic)
    (sP : P.roots.Nodup) (sR : R.roots.Nodup) (hPR : ∀ z, P.IsRoot z → ¬ R.IsRoot z) :
    Equilibrium 1 P.roots.toFinset R.roots.toFinset ↔
      derivative (derivative P) * R - 2 * derivative P * derivative R
        + P * derivative (derivative R) = 0 := by
  -- a monic polynomial with simple roots is the locator of its root set
  have key : ∀ S : ℂ[X], S.Monic → S.roots.Nodup → locator S.roots.toFinset = S := by
    intro S hS sS
    simp only [locator, Finset.prod, Multiset.toFinset_val, sS.dedup]
    exact prod_multiset_X_sub_C_of_monic_of_roots_card_eq hS
      (splits_iff_card_roots.1 (IsAlgClosed.splits S))
  have hd : Disjoint P.roots.toFinset R.roots.toFinset := by
    rw [Finset.disjoint_left]
    intro z h1 h2
    exact hPR z (isRoot_of_mem_roots (Multiset.mem_toFinset.1 h1))
      (isRoot_of_mem_roots (Multiset.mem_toFinset.1 h2))
  have e : tkachenko 1 P R = derivative (derivative P) * R
      - 2 * derivative P * derivative R + P * derivative (derivative R) := by
    unfold tkachenko
    rw [Complex.ofReal_one, mul_one, one_pow, one_smul, two_smul]
    ring
  rw [equilibrium_iff 1 _ _ hd, key P hP sP, key R hR sR, e]
```

Q: What goes wrong if I allow a common root?

A: Take $P=R=z$, which puts a charge $+1$ and a charge $-1$ at the origin. Both are left out of the field there, so `Equilibrium` holds. Yet $P''R-2P'R'+PR''=-2$. With a common root allowed, zero force in this sense therefore no longer implies the equation.

Q: Is there an arrangement with both signs that does satisfy it?

A: Put charges $+1$ at the three cube roots of a complex number $t\neq0$ and a charge $-1$ at the origin. Then $P=z^3-t$ and $R=z$, so

$$P''R-2P'R'+PR''=6z\cdot z-2\cdot3z^2\cdot1+0=0.$$

You can also see the balance directly. At the origin the three unit fields cancel by symmetry. At a cube root $a$, the other two unit charges contribute $P''(a)/(2P'(a))=6a/(6a^2)=1/a$, and the negative charge contributes $-1/a$.

The Lean proof checks that the roots are simple and that zero is not one of them, computes the derivatives, and uses the previous theorem from right to left.

```lean
/-- Charges `+1` at the three cube roots of `t ≠ 0` and a charge `-1` at the origin are in
equilibrium. -/
theorem equilibrium_witness (t : ℂ) (ht : t ≠ 0) :
    Equilibrium 1 (X ^ 3 - C t : ℂ[X]).roots.toFinset {0} := by
  have h := (tkachenko_equation (X ^ 3 - C t) X (monic_X_pow_sub_C t (by norm_num)) monic_X
    (nodup_roots (separable_X_pow_sub_C t (by norm_num) ht)) (by simp [roots_X])
    (by
      intro z h1 h2
      have hz : z = 0 := by simpa [IsRoot] using h2
      subst hz
      exact ht (by simpa [IsRoot] using h1))).2 (by
    have e1 : derivative (X ^ 3 - C t : ℂ[X]) = 3 * X ^ 2 := by
      rw [derivative_sub, derivative_C, sub_zero, pow_succ, pow_two, derivative_mul,
        derivative_mul, derivative_X]
      ring
    have e2 : derivative (3 * X ^ 2 : ℂ[X]) = 6 * X := by
      have e3 : (3 * X ^ 2 : ℂ[X]) = X * X + X * X + X * X := by ring
      rw [e3, derivative_add, derivative_add, derivative_mul, derivative_X]
      ring
    rw [e1, e2, derivative_X, derivative_one]
    ring)
  rwa [roots_X, Multiset.toFinset_singleton] at h

end

end TkachenkoEquation
```

Q: Where would I meet this outside electrostatics?

A: In a model of finitely many point vortices with circulations of equal size and either sign, in an unbounded two-dimensional superfluid otherwise at rest, the velocity of each vortex, written as $v_x-iv_y$, is the same sum up to a constant factor. The equation then picks out the arrangements that stay put, which gives a vortex simulation known stationary states to start from.

Q: And a periodic crystal of charges, as in an Ewald sum?

A: That is a different problem. Here the number of charges is finite, and there are no periodic images and no neutralising background.

```lean
#print axioms TkachenkoEquation.tkachenko_equation
```

```
'TkachenkoEquation.tkachenko_equation' depends on axioms: [propext, Classical.choice, Quot.sound]
```
